# Unitary mixing of two boson modes rotates their Schwinger spin components

If the annihilators of two boson modes are mixed by a unitary $2\times2$ matrix $U$ and the creators by its complex conjugate, the new operators again obey the canonical commutation relations, and their Schwinger spin components are the old ones transformed by a real orthogonal $3\times3$ matrix of determinant one.

```lean
import Mathlib

open Matrix
open Complex (I)

namespace SchwingerRotation

noncomputable section

/-- The three Pauli matrices, numbered 0, 1, 2 for x, y, z. -/
def pauli : Fin 3 → Matrix (Fin 2) (Fin 2) ℂ :=
  ![!![0, 1; 1, 0], !![0, -I; I, 0], !![1, 0; 0, -1]]

/-- Two independent boson modes with annihilators `a` and creators `b`:
the canonical commutation relations. -/
structure IndependentModes {𝒜 : Type*} [Ring 𝒜] (a b : Fin 2 → 𝒜) : Prop where
  aa : ∀ i j, a i * a j = a j * a i
  bb : ∀ i j, b i * b j = b j * b i
  ab : ∀ i j, a i * b j - b j * a i = if i = j then 1 else 0

/-- The real 3 by 3 matrix with entries `tr(Uᴴ s_j U s_k) / 2`, taken as real parts. -/
def spinRotation (U : Matrix (Fin 2) (Fin 2) ℂ) : Matrix (Fin 3) (Fin 3) ℝ :=
  fun j k => (Matrix.trace (Uᴴ * pauli j * U * pauli k) / 2).re

variable {𝒜 : Type*} [Ring 𝒜] [Algebra ℂ 𝒜]

/-- Linear mixing of two mode operators by a 2 by 2 matrix. -/
def mix (U : Matrix (Fin 2) (Fin 2) ℂ) (a : Fin 2 → 𝒜) : Fin 2 → 𝒜 :=
  fun i => ∑ j, U i j • a j

/-- The operator `∑ M_il b_i a_l` that lifts a one-body matrix `M` to the two modes. -/
def oneBody (M : Matrix (Fin 2) (Fin 2) ℂ) (a b : Fin 2 → 𝒜) : 𝒜 :=
  ∑ i, ∑ l, M i l • (b i * a l)

/-- The Schwinger spin component `J_k`, half the lift of the `k`-th Pauli matrix. -/
def schwingerJ (a b : Fin 2 → 𝒜) (k : Fin 3) : 𝒜 :=
  (1 / 2 : ℂ) • oneBody (pauli k) a b

/-- A complex combination of Pauli matrices, written out as a 2 by 2 matrix. -/
theorem pauli_vec (x : Fin 3 → ℂ) :
    ∑ k, x k • pauli k = !![x 2, x 0 - I * x 1; x 0 + I * x 1, -x 2] := by
  ext i j
  fin_cases i <;> fin_cases j <;> simp [pauli, Fin.sum_univ_three] <;> ring

/-- Every traceless 2 by 2 matrix `M` is the combination of the Pauli matrices `s_k` with
coefficients `tr(M s_k) / 2`. -/
theorem pauli_expansion (M : Matrix (Fin 2) (Fin 2) ℂ) (hM : Matrix.trace M = 0) :
    M = ∑ k, (Matrix.trace (M * pauli k) / 2) • pauli k := by
  have t0 : Matrix.trace (M * pauli 0) = M 0 1 + M 1 0 := by
    simp [pauli, Matrix.trace_fin_two, Matrix.mul_apply, Fin.sum_univ_two]
  have t1 : Matrix.trace (M * pauli 1) = I * (M 0 1 - M 1 0) := by
    simp [pauli, Matrix.trace_fin_two, Matrix.mul_apply, Fin.sum_univ_two]
    ring
  have t2 : Matrix.trace (M * pauli 2) = M 0 0 - M 1 1 := by
    simp [pauli, Matrix.trace_fin_two, Matrix.mul_apply, Fin.sum_univ_two]
    ring
  rw [Matrix.trace_fin_two] at hM
  simp only [pauli_vec, t0, t1, t2]
  ext i j
  fin_cases i <;> fin_cases j
  · change M 0 0 = (M 0 0 - M 1 1) / 2
    linear_combination hM / 2
  · change M 0 1 = (M 0 1 + M 1 0) / 2 - I * (I * (M 0 1 - M 1 0) / 2)
    linear_combination (M 0 1 - M 1 0) / 2 * Complex.I_sq
  · change M 1 0 = (M 0 1 + M 1 0) / 2 + I * (I * (M 0 1 - M 1 0) / 2)
    linear_combination -(M 0 1 - M 1 0) / 2 * Complex.I_sq
  · change M 1 1 = -((M 0 0 - M 1 1) / 2)
    linear_combination hM / 2

/-- The number `tr(Uᴴ s_j U s_k) / 2` is real and equals the entry of `spinRotation U`. -/
theorem spinRotation_coe (U : Matrix (Fin 2) (Fin 2) ℂ) (j k : Fin 3) :
    ((spinRotation U j k : ℝ) : ℂ) = Matrix.trace (Uᴴ * pauli j * U * pauli k) / 2 := by
  have hp : ∀ k, (pauli k)ᴴ = pauli k := by
    intro k
    fin_cases k <;> ext i j <;> fin_cases i <;> fin_cases j <;> simp [pauli]
  -- Hermitian conjugation reverses the product, and the trace is cyclic
  have ht : star (Matrix.trace (Uᴴ * pauli j * U * pauli k)) =
      Matrix.trace (Uᴴ * pauli j * U * pauli k) := by
    rw [← Matrix.trace_conjTranspose]
    simp only [Matrix.conjTranspose_mul, Matrix.conjTranspose_conjTranspose, hp]
    rw [Matrix.trace_mul_comm]
    simp only [Matrix.mul_assoc]
  have h2 : (starRingEnd ℂ) 2 = 2 := map_ofNat _ 2
  apply Complex.conj_eq_iff_re.mp
  rw [map_div₀, h2, starRingEnd_apply, ht]

/-- Conjugating a Pauli matrix by a unitary gives the combination of Pauli matrices
with coefficients from `spinRotation U`. -/
theorem conj_pauli {U : Matrix (Fin 2) (Fin 2) ℂ} (hU : U ∈ Matrix.unitaryGroup (Fin 2) ℂ)
    (j : Fin 3) : Uᴴ * pauli j * U = ∑ k, ((spinRotation U j k : ℝ) : ℂ) • pauli k := by
  have h : U * Uᴴ = 1 := Matrix.mem_unitaryGroup_iff.mp hU
  have h0 : Matrix.trace (Uᴴ * pauli j * U) = 0 := by
    rw [Matrix.trace_mul_comm, ← Matrix.mul_assoc, h, Matrix.one_mul]
    fin_cases j <;> simp [pauli, Matrix.trace_fin_two]
  simp only [spinRotation_coe]
  exact pauli_expansion _ h0

/-- For unitary `U` the matrix `spinRotation U` is orthogonal with determinant one. -/
theorem spinRotation_proper {U : Matrix (Fin 2) (Fin 2) ℂ}
    (hU : U ∈ Matrix.unitaryGroup (Fin 2) ℂ) :
    spinRotation U * (spinRotation U)ᵀ = 1 ∧ (spinRotation U).det = 1 := by
  have h : U * Uᴴ = 1 := Matrix.mem_unitaryGroup_iff.mp hU
  have hmul : ∀ X Y : Matrix (Fin 2) (Fin 2) ℂ,
      (Uᴴ * X * U) * (Uᴴ * Y * U) = Uᴴ * (X * Y) * U := by
    intro X Y
    calc (Uᴴ * X * U) * (Uᴴ * Y * U) = Uᴴ * X * (U * Uᴴ) * Y * U := by
          simp only [Matrix.mul_assoc]
      _ = Uᴴ * (X * Y) * U := by
          rw [h, Matrix.mul_one]; simp only [Matrix.mul_assoc]
  have htr : ∀ X : Matrix (Fin 2) (Fin 2) ℂ, Matrix.trace (Uᴴ * X * U) = Matrix.trace X := by
    intro X
    rw [Matrix.trace_mul_comm, ← Matrix.mul_assoc, h, Matrix.one_mul]
  constructor
  · -- the trace of the product of two conjugated Pauli matrices is twice a scalar product of rows
    ext j k
    apply Complex.ofReal_injective
    have hpp : Matrix.trace (pauli j * pauli k) =
        2 * (((1 : Matrix (Fin 3) (Fin 3) ℝ) j k : ℝ) : ℂ) := by
      fin_cases j <;> fin_cases k <;>
        simp [pauli, Matrix.trace_fin_two] <;> norm_num
    have e := htr (pauli j * pauli k)
    rw [← hmul, conj_pauli hU j, conj_pauli hU k, hpp] at e
    simp only [pauli_vec, Matrix.mul_fin_two, Matrix.trace_fin_two_of] at e
    simp only [Matrix.mul_apply, Matrix.transpose_apply, Fin.sum_univ_three,
      Complex.ofReal_add, Complex.ofReal_mul]
    linear_combination e / 2 +
      (spinRotation U j 1 : ℂ) * (spinRotation U k 1 : ℂ) * Complex.I_sq
  · -- the trace of the product of all three conjugated matrices is `2 i` times the determinant
    apply Complex.ofReal_injective
    have hp : Matrix.trace (pauli 0 * pauli 1 * pauli 2) = 2 * I := by
      change Matrix.trace ((!![0, 1; 1, 0] : Matrix (Fin 2) (Fin 2) ℂ) *
        !![0, -I; I, 0] * !![1, 0; 0, -1]) = 2 * I
      rw [Matrix.mul_fin_two, Matrix.mul_fin_two, Matrix.trace_fin_two_of]
      ring
    have e := htr (pauli 0 * pauli 1 * pauli 2)
    rw [← hmul, ← hmul, conj_pauli hU 0, conj_pauli hU 1, conj_pauli hU 2, hp] at e
    simp only [pauli_vec, Matrix.mul_fin_two, Matrix.trace_fin_two_of] at e
    rw [Matrix.det_fin_three]
    push_cast
    apply mul_left_cancel₀ (mul_ne_zero two_ne_zero Complex.I_ne_zero : (2 * I : ℂ) ≠ 0)
    linear_combination e

/-- Lifting `M` with the mixed modes is the same as lifting `Uᴴ M U` with the old modes. -/
theorem oneBody_mix (U M : Matrix (Fin 2) (Fin 2) ℂ) (a b : Fin 2 → 𝒜) :
    oneBody M (mix U a) (mix (U.map star) b) = oneBody (Uᴴ * M * U) a b := by
  simp only [oneBody, mix, Fin.sum_univ_two, Matrix.mul_apply, Matrix.conjTranspose_apply,
    Matrix.map_apply, add_mul, mul_add, smul_mul_assoc, mul_smul_comm]
  module

/-- A unitary mixing of two independent modes gives two independent modes. -/
theorem IndependentModes.mix {a b : Fin 2 → 𝒜} (h : IndependentModes a b)
    {U : Matrix (Fin 2) (Fin 2) ℂ} (hU : U ∈ Matrix.unitaryGroup (Fin 2) ℂ) :
    IndependentModes (mix U a) (mix (U.map star) b) := by
  have comm : ∀ (V : Matrix (Fin 2) (Fin 2) ℂ) (x : Fin 2 → 𝒜), x 0 * x 1 = x 1 * x 0 →
      ∀ i j, SchwingerRotation.mix V x i * SchwingerRotation.mix V x j =
        SchwingerRotation.mix V x j * SchwingerRotation.mix V x i := by
    intro V x hx i j
    simp only [SchwingerRotation.mix, Fin.sum_univ_two, add_mul, mul_add, smul_mul_assoc,
      mul_smul_comm, hx]
    module
  refine ⟨comm U a (h.aa 0 1), comm _ b (h.bb 0 1), fun i j => ?_⟩
  have hab := fun k l => sub_eq_iff_eq_add'.mp (h.ab k l)
  have h00 : a 0 * b 0 = b 0 * a 0 + 1 := by simpa using hab 0 0
  have h01 : a 0 * b 1 = b 1 * a 0 := by simpa using hab 0 1
  have h10 : a 1 * b 0 = b 0 * a 1 := by simpa using hab 1 0
  have h11 : a 1 * b 1 = b 1 * a 1 + 1 := by simpa using hab 1 1
  -- the commutator is the matrix element of `U Uᴴ`
  have hu : U i 0 * star (U j 0) + U i 1 * star (U j 1) = if i = j then 1 else 0 := by
    have e := congrFun (congrFun (Matrix.mem_unitaryGroup_iff.mp hU) i) j
    simpa [Matrix.mul_apply, Fin.sum_univ_two, Matrix.one_apply, Matrix.star_apply] using e
  have key : SchwingerRotation.mix U a i * SchwingerRotation.mix (U.map star) b j -
      SchwingerRotation.mix (U.map star) b j * SchwingerRotation.mix U a i =
      (U i 0 * star (U j 0) + U i 1 * star (U j 1)) • (1 : 𝒜) := by
    simp only [SchwingerRotation.mix, Fin.sum_univ_two, Matrix.map_apply, add_mul, mul_add,
      smul_mul_assoc, mul_smul_comm, h00, h01, h10, h11]
    module
  rw [key, hu]
  split_ifs <;> simp

/-- Unitary mixing of two independent modes gives independent modes whose Schwinger
components are `J'_j = ∑ R_jk J_k`, with `R` real orthogonal of determinant one. -/
theorem schwinger_rotation {a b : Fin 2 → 𝒜} (h : IndependentModes a b)
    {U : Matrix (Fin 2) (Fin 2) ℂ} (hU : U ∈ Matrix.unitaryGroup (Fin 2) ℂ) :
    IndependentModes (mix U a) (mix (U.map star) b) ∧
    (∀ j, schwingerJ (mix U a) (mix (U.map star) b) j =
      ∑ k, ((spinRotation U j k : ℝ) : ℂ) • schwingerJ a b k) ∧
    spinRotation U * (spinRotation U)ᵀ = 1 ∧ (spinRotation U).det = 1 := by
  refine ⟨h.mix hU, fun j => ?_, spinRotation_proper hU⟩
  unfold schwingerJ
  rw [oneBody_mix, conj_pauli hU j]
  simp only [oneBody, Fin.sum_univ_three, Fin.sum_univ_two, Matrix.add_apply,
    Matrix.smul_apply, smul_eq_mul]
  module

/-- For unitary `U` and any `V`, the matrix `spinRotation (U * V)` is the product of `spinRotation
U` and `spinRotation V`. -/
theorem spinRotation_mul {U : Matrix (Fin 2) (Fin 2) ℂ}
    (hU : U ∈ Matrix.unitaryGroup (Fin 2) ℂ) (V : Matrix (Fin 2) (Fin 2) ℂ) :
    spinRotation (U * V) = spinRotation U * spinRotation V := by
  ext j m
  apply Complex.ofReal_injective
  have e : (U * V)ᴴ * pauli j * (U * V) * pauli m =
      Vᴴ * (Uᴴ * pauli j * U) * V * pauli m := by
    simp only [Matrix.conjTranspose_mul, Matrix.mul_assoc]
  rw [spinRotation_coe, e, conj_pauli hU j]
  simp only [Matrix.mul_apply, Fin.sum_univ_three, Complex.ofReal_add, Complex.ofReal_mul,
    spinRotation_coe V]
  simp only [Matrix.mul_add, Matrix.add_mul, Matrix.mul_smul, Matrix.smul_mul,
    Matrix.trace_add, Matrix.trace_smul, smul_eq_mul]
  ring

/-- On polynomials in two variables, the partial derivatives and the multiplications by
the variables are the annihilators and creators of two independent modes. -/
theorem independentModes_witness :
    IndependentModes (𝒜 := Module.End ℂ (MvPolynomial (Fin 2) ℂ))
      (fun i => (MvPolynomial.pderiv i).toLinearMap)
      (fun i => LinearMap.mulLeft ℂ (MvPolynomial.X i)) := by
  refine ⟨fun i j => LinearMap.ext fun p => ?_, fun i j => LinearMap.ext fun p => ?_,
    fun i j => LinearMap.ext fun p => ?_⟩
  · -- the commutator of two derivations is a derivation, and it kills the variables
    have h : ⁅(MvPolynomial.pderiv i :
          Derivation ℂ (MvPolynomial (Fin 2) ℂ) (MvPolynomial (Fin 2) ℂ)),
        (MvPolynomial.pderiv j :
          Derivation ℂ (MvPolynomial (Fin 2) ℂ) (MvPolynomial (Fin 2) ℂ))⁆ = 0 := by
      apply MvPolynomial.derivation_ext
      intro k
      rw [Derivation.commutator_apply, MvPolynomial.pderiv_X, MvPolynomial.pderiv_X]
      simp only [Pi.single_apply]
      split_ifs <;> simp
    have hp := congrArg (fun D => D p) h
    simp only [Derivation.commutator_apply, Derivation.zero_apply] at hp
    exact sub_eq_zero.mp hp
  · change MvPolynomial.X i * (MvPolynomial.X j * p) = MvPolynomial.X j * (MvPolynomial.X i * p)
    ring
  · change MvPolynomial.pderiv i (MvPolynomial.X j * p) -
      MvPolynomial.X j * MvPolynomial.pderiv i p =
      (if i = j then (1 : Module.End ℂ (MvPolynomial (Fin 2) ℂ)) else 0) p
    by_cases h : i = j
    · subst h
      simp [Derivation.leibniz]
    · simp [h, Derivation.leibniz, MvPolynomial.pderiv_X_of_ne (Ne.symm h)]

end

end SchwingerRotation
```

```lean
#print axioms SchwingerRotation.schwinger_rotation
-- 'SchwingerRotation.schwinger_rotation' depends on axioms: [propext, Classical.choice, Quot.sound]
#print axioms SchwingerRotation.spinRotation_mul
-- 'SchwingerRotation.spinRotation_mul' depends on axioms: [propext, Classical.choice, Quot.sound]
```

## Modes, spin components and the matrix R

The modes are numbered $0,1$ and the spin components $0,1,2$, for $x,y,z$. The annihilators $a_i$ and creators $b_i$ are elements of a complex algebra `𝒜`. `IndependentModes a b` says that the $a_i$ commute among themselves, the $b_i$ do too, and $[a_i,b_j]=\delta_{ij}$. Independence means these relations, not the absence of correlations in a state. The relations are assumed; `independentModes_witness` shows that derivatives and multiplications on polynomials in two variables satisfy them.

The mixed modes are

$$A_i=\sum_j U_{ij}a_j,\qquad B_i=\sum_j \overline{U_{ij}}\,b_j,$$

written `mix U a` and `mix (U.map star) b`. The algebra carries no adjoint; when $b_i=a_i^\dagger$ in a concrete model, the conjugated coefficients make $B_i=A_i^\dagger$.

With $s_k$ the Pauli matrices and $\hbar=1$, `oneBody` and `schwingerJ` define

$$L(M)=\sum_{i,l}M_{il}\,b_ia_l,\qquad J_k=\tfrac12L(s_k).$$

Thus $J_2=\tfrac12(b_0a_0-b_1a_1)$ is half the difference of the occupation numbers. `spinRotation U` is the matrix $R$ with $R_{jk}=\operatorname{Re}\,\operatorname{tr}(U^\dagger s_jUs_k)/2$.

`schwinger_rotation` states that $A,B$ are independent modes, that their components are $J'_j=\sum_kR_{jk}J_k$, and that $RR^T=1$ and $\det R=1$. For an ideal lossless beam splitter acting on two modes, this reduces the change of the three spin components to a real $3\times3$ matrix. The statement is algebraic: it involves no Hilbert space or state, and does not say that every rotation arises from some $U$.

## From Pauli matrices to the rotation

**The trace is real.** Conjugating it reverses the product:

$$\overline{\operatorname{tr}(U^\dagger s_jUs_k)}=\operatorname{tr}(s_kU^\dagger s_jU)=\operatorname{tr}(U^\dagger s_jUs_k).$$

This is `spinRotation_coe`, so taking the real part loses nothing.

**Conjugated Pauli matrices.** For any coefficients $x_k$,

$$\sum_kx_ks_k=\begin{pmatrix}x_2&x_0-ix_1\\x_0+ix_1&-x_2\end{pmatrix}.$$

A traceless $M$ has this form with

$$x_0=\tfrac12(M_{01}+M_{10}),\quad x_1=\tfrac i2(M_{01}-M_{10}),\quad x_2=\tfrac12(M_{00}-M_{11}),$$

which are the numbers $\operatorname{tr}(Ms_k)/2$. `pauli_expansion` checks the four entries. Since $\operatorname{tr}(U^\dagger s_jU)=\operatorname{tr}(UU^\dagger s_j)=0$, `conj_pauli` obtains $U^\dagger s_jU=\sum_kR_{jk}s_k$.

**The spin components.** Substituting the mixed modes gives

$$\sum_{i,l}M_{il}B_iA_l=\sum_{m,n}\Big(\sum_{i,l}\overline{U_{im}}M_{il}U_{ln}\Big)b_ma_n=L(U^\dagger MU),$$

which is `oneBody_mix`. With $M=s_j$ and linearity of $L$,

$$J'_j=\tfrac12L(U^\dagger s_jU)=\sum_kR_{jk}J_k.$$

No commutation relation enters here. In Lean, `module` collects the coefficients of the operator products.

**Orthogonality and determinant.** Because $UU^\dagger=1$, conjugation by $U$ preserves products and traces. Using $\operatorname{tr}(s_js_k)=2\delta_{jk}$ and $\operatorname{tr}(s_ls_ms_n)=2i\varepsilon_{lmn}$,

$$2\delta_{jk}=\operatorname{tr}(U^\dagger s_jU\,U^\dagger s_kU)=2\sum_mR_{jm}R_{km},$$

$$2i=\operatorname{tr}(s_0s_1s_2)=\sum_{l,m,n}R_{0l}R_{1m}R_{2n}\operatorname{tr}(s_ls_ms_n)=2i\det R.$$

`spinRotation_proper` inserts the explicit matrices into both traces, and `linear_combination` finishes the algebra.

**Independence.** The $A_i$ commute because the $a_i$ do, and likewise for the $B_i$. The mixed commutator is

$$[A_i,B_j]=\sum_{k,l}U_{ik}\overline{U_{jl}}\,[a_k,b_l]=(UU^\dagger)_{ij}=\delta_{ij}.$$

In `IndependentModes.mix`, `key` is the first part of this calculation and `hu` supplies unitarity.

**Successive mixings.** Expanding $U^\dagger s_jU$ inside $V^\dagger(U^\dagger s_jU)V$ gives $R(UV)=R(U)R(V)$, proved as `spinRotation_mul`. Mixing first by $V$ and then by $U$ therefore composes the rotations in the same order.

## A mixing that is not unitary

Take $U=\operatorname{diag}(1,0)$ in the polynomial model. Then $A_1=B_1=0$, so $[A_1,B_1]=0$ instead of $1$. The matrix $R=\operatorname{diag}(0,0,\tfrac12)$ is not orthogonal and has determinant zero. The transformation law fails as well: $J'_2=\tfrac12b_0a_0$, whereas $\sum_kR_{2k}J_k=\tfrac14(b_0a_0-b_1a_1)$. They differ by a quarter of the total number operator, because $U^\dagger s_2U$ is no longer traceless.
